# The zero-energy scattering length of a repulsive square barrier of radius R and interior decay constant K is R − tanh(KR)/K

The theorem `isScatteringLength_iff` says that, for `K > 0` and `R > 0`, a real number `a` is a scattering length of the barrier exactly when `a = R - tanh (K R) / K`. The model is a single radial equation at zero energy: the wave `u` vanishes at the origin, obeys `u'' = K² u` inside the barrier, and joins with continuous value and slope to the line `c (r - a)` outside. The wave is not normalised; `c` may be any nonzero real number. For the forward direction, the attempt uses the mean value theorem to show that the Wronskian of `u` and `sinh (K r)` takes the same value at the origin and at the edge, and then solves the matching condition for `a`. For the converse, it continues `sinh (K r)` beyond the edge by its tangent line.

As first written in Lean, the proof fails:

```lean
import Mathlib

open Set Filter Topology

namespace SoftSphereScattering

noncomputable section

/-- A zero-energy radial wave `u` with slope `v` for a repulsive barrier of radius `R` and
decay constant `K`: it vanishes at the origin, obeys `u'' = K² u` inside, and joins smoothly
to the line `c (r - a)` outside. -/
structure IsZeroEnergyWave (K R a c : ℝ) (u v : ℝ → ℝ) : Prop where
  c_ne : c ≠ 0
  origin : u 0 = 0
  cont_u : ContinuousOn u (Icc 0 R)
  cont_v : ContinuousOn v (Icc 0 R)
  slope : ∀ r ∈ Ioo 0 R, HasDerivAt u (v r) r
  radial : ∀ r ∈ Ioo 0 R, HasDerivAt v (K ^ 2 * u r) r
  outer_u : ∀ r, R ≤ r → u r = c * (r - a)
  outer_v : ∀ r, R ≤ r → v r = c

/-- The number `a` is a scattering length of the barrier if some zero-energy wave has an
outer part proportional to `r - a`. -/
def IsScatteringLength (K R a : ℝ) : Prop :=
  ∃ (u v : ℝ → ℝ) (c : ℝ), IsZeroEnergyWave K R a c u v

/-- The closed expression `R - tanh (K R) / K`. -/
def softSphereLength (K R : ℝ) : ℝ := R - Real.tanh (K * R) / K

/-- The function `sinh (K r)` has slope `K cosh (K r)` and solves `u'' = K² u`. -/
theorem inner_solution (K r : ℝ) :
    HasDerivAt (fun s => Real.sinh (K * s)) (K * Real.cosh (K * r)) r ∧
    HasDerivAt (fun s => K * Real.cosh (K * s)) (K ^ 2 * Real.sinh (K * r)) r := by
  have h : HasDerivAt (fun s => K * s) K r :=
    ((hasDerivAt_id' r).const_mul K).congr_deriv (mul_one K)
  exact ⟨h.sinh.congr_deriv (by ring), (h.cosh.const_mul K).congr_deriv (by ring)⟩

/-- The distance from the scattering length to the barrier edge, in units of the decay
length `1 / K`, is `tanh (K R)`. -/
theorem gap_eq_tanh {K : ℝ} (hK : 0 < K) (R : ℝ) :
    K * (R - softSphereLength K R) = Real.tanh (K * R) := by
  have hK' := hK.ne'
  unfold softSphereLength
  rw [sub_sub_cancel]
  field_simp

/-- The barrier has exactly one scattering length, `R - tanh (K R) / K`. -/
theorem isScatteringLength_iff {K R a : ℝ} (hK : 0 < K) (hR : 0 < R) :
    IsScatteringLength K R a ↔ a = softSphereLength K R := by
  have hc : Real.cosh (K * R) ≠ 0 := (Real.cosh_pos _).ne'
  have cs : ContinuousOn (fun s => Real.sinh (K * s)) (Icc 0 R) :=
    fun r _ => (inner_solution K r).1.continuousAt.continuousWithinAt
  have cc : ContinuousOn (fun s => K * Real.cosh (K * s)) (Icc 0 R) :=
    fun r _ => (inner_solution K r).2.continuousAt.continuousWithinAt
  have ht : Real.tanh (K * R) * Real.cosh (K * R) = Real.sinh (K * R) := by
    rw [Real.tanh_eq_sinh_div_cosh]
    exact div_mul_cancel₀ _ hc
  have hgap := gap_eq_tanh hK R
  constructor
  · rintro ⟨u, v, c, h⟩
    -- the Wronskian of `u` and `sinh (K r)` is constant inside the barrier
    obtain ⟨x, -, hW⟩ := exists_hasDerivAt_eq_slope
      (fun r => v r * Real.sinh (K * r) - u r * (K * Real.cosh (K * r))) (fun _ => 0) hR
      ((h.cont_v.mul cs).sub (h.cont_u.mul cc))
      (fun r hr => (((h.radial r hr).fun_mul (inner_solution K r).1).fun_sub
        ((h.slope r hr).fun_mul (inner_solution K r).2)).congr_deriv (by ring))
    have h0 : R - 0 ≠ 0 := by simpa using hR.ne'
    have hW' := (eq_div_iff h0).1 hW
    simp only [h.origin, mul_zero, Real.sinh_zero, zero_mul, sub_zero] at hW'
    rw [h.outer_u R le_rfl, h.outer_v R le_rfl] at hW'
    -- matching at the edge fixes `a`
    have hm : c * K * Real.cosh (K * R) * a
        = c * K * Real.cosh (K * R) * softSphereLength K R := by
      linear_combination hW' + c * Real.cosh (K * R) * hgap + c * ht
    exact mul_left_cancel₀ (mul_ne_zero (mul_ne_zero h.c_ne hK.ne') hc) hm
  · rintro rfl
    have hm : K * Real.cosh (K * R) * (R - softSphereLength K R) = Real.sinh (K * R) := by
      linear_combination Real.cosh (K * R) * hgap + ht
    -- continue `sinh (K r)` by its tangent line at the edge
    refine ⟨fun r => if r ≤ R then Real.sinh (K * r) else
        Real.sinh (K * R) + K * Real.cosh (K * R) * (r - R),
      fun r => if r ≤ R then K * Real.cosh (K * r) else K * Real.cosh (K * R),
      K * Real.cosh (K * R), ?_⟩
    refine ⟨mul_ne_zero hK.ne' hc, by simp [hR.le], cs.congr fun r hr => if_pos hr.2,
      cc.congr fun r hr => if_pos hr.2, ?_, ?_, ?_, ?_⟩
    · intro r hr
      simp only [if_pos hr.2.le]
      refine (inner_solution K r).1.congr_of_eventuallyEq ?_
      filter_upwards [Iio_mem_nhds hr.2] with s hs
      exact if_pos (mem_Iio.1 hs).le
    · intro r hr
      simp only [if_pos hr.2.le]
      refine (inner_solution K r).2.congr_of_eventuallyEq ?_
      filter_upwards [Iio_mem_nhds hr.2] with s hs
      exact if_pos (mem_Iio.1 hs).le
    · intro r hr
      by_cases h : r ≤ R
      · have e : r = R := le_antisymm h hr
        simp only [e, le_refl, if_true]
        exact hm.symm
      · simp only [if_neg h]
        linear_combination (-1) * hm
    · intro r hr
      by_cases h : r ≤ R
      · have e : r = R := le_antisymm h hr
        simp only [e, le_refl, if_true]
      · simp only [if_neg h]

end

end SoftSphereScattering
```

The compiler's answer:

```
Main.lean:74:6: error: ring failed, ring expressions not equal
K R a : ℝ
hK : 0 < K
hR : 0 < R
hc : Real.cosh (K * R) ≠ 0
cs : ContinuousOn (fun s => Real.sinh (K * s)) (Icc 0 R)
cc : ContinuousOn (fun s => K * Real.cosh (K * s)) (Icc 0 R)
ht : Real.tanh (K * R) * Real.cosh (K * R) = Real.sinh (K * R)
hgap : K * (R - softSphereLength K R) = Real.tanh (K * R)
u v : ℝ → ℝ
c : ℝ
h : IsZeroEnergyWave K R a c u v
x : ℝ
hW :
  0 =
    (v R * Real.sinh (K * R) - u R * (K * Real.cosh (K * R)) -
        (v 0 * Real.sinh (K * 0) - u 0 * (K * Real.cosh (K * 0)))) /
      (R - 0)
h0 : R - 0 ≠ 0
hW' : 0 = c * Real.sinh (K * R) - c * (R - a) * (K * Real.cosh (K * R))
⊢ c * K * Real.cosh (K * R) * a * 2 - c * K * Real.cosh (K * R) * R * 2 + c * Real.sinh (K * R) * 2 = 0
```

This version goes through:

```diff
@@ -72,5 +72,5 @@
     have hm : c * K * Real.cosh (K * R) * a
         = c * K * Real.cosh (K * R) * softSphereLength K R := by
-      linear_combination hW' + c * Real.cosh (K * R) * hgap + c * ht
+      linear_combination (-1) * hW' + c * Real.cosh (K * R) * hgap + c * ht
     exact mul_left_cancel₀ (mul_ne_zero (mul_ne_zero h.c_ne hK.ne') hc) hm
   · rintro rfl
```

The message says that `linear_combination` left an identity which `ring` could not prove. The tactic subtracts the weighted sum of the hypotheses, each taken as left side minus right side, from the goal taken the same way, and asks `ring` to show that the result is zero.

Here `hW'` has the wrong sign. It reads `0 = c * Real.sinh (K * R) - c * (R - a) * (K * Real.cosh (K * R))`, so its left side minus its right side contains `a` with coefficient `-c * K * Real.cosh (K * R)`, while the goal has the same coefficient with a plus sign. Added with weight 1, the terms in `a`, `R` and `sinh` double instead of cancelling, which explains each factor 2 in the remaining goal. That goal does follow from `hW'`, but `ring` does not use hypotheses.

The diff gives `hW'` the weight `-1`. The terms in `R` and `sinh` then cancel against those from `hgap` and `ht`, the terms in `a` and `softSphereLength K R` match the goal, and `ring` closes it.
